# Response at imaginary frequency with a positive definite excitation matrix: a unique minimiser and a minimum that never falls as |w| grows

Take a single excitation of energy a > 0, a nonzero real coupling b to a perturbation, and a real number w that sets the imaginary frequency. For a real trial amplitude x, completing the square gives

a(a² + w²)x² + 2abx = a(a² + w²)(x + b/(a² + w²))² − ab²/(a² + w²).

The square vanishes only at x = −b/(a² + w²), which is therefore the unique minimiser. The minimum, −ab²/(a² + w²), rises towards zero as |w| grows. The same argument works for many coupled excitations if the number a is replaced by a real symmetric positive definite matrix A.

## The functional and its ingredients

The excitations are labelled by a finite index type `n`, and vectors are functions `n → ℝ`. The real scalar product ⟨x, y⟩ = ∑ᵢ xᵢyᵢ is written `x ⬝ᵥ y` in Lean, and the matrix-vector product is `A *ᵥ x`.

```lean
import Mathlib

open Matrix

namespace ImaginaryFrequencyResponse

noncomputable section

variable {n : Type*} [Fintype n] [DecidableEq n]
```

The squared excitation matrix is shifted by the squared frequency, in units with ħ = 1:

S(w) = A² + w².

```lean
/-- The frequency-shifted squared excitation matrix `A² + w²`. -/
def shifted (A : Matrix n n ℝ) (w : ℝ) : Matrix n n ℝ :=
  A * A + w ^ 2 • (1 : Matrix n n ℝ)
```

The real vector b holds the couplings of the excitations to the perturbation. The functional of a trial vector x is

J_w(x) = ⟨x, A S(w) x⟩ + 2⟨x, A b⟩.

```lean
/-- The response functional `⟨x, A (A² + w²) x⟩ + 2 ⟨x, A b⟩` of a trial vector `x`. -/
def functional (A : Matrix n n ℝ) (b : n → ℝ) (w : ℝ) (x : n → ℝ) : ℝ :=
  x ⬝ᵥ A *ᵥ (shifted A w *ᵥ x) + 2 * (x ⬝ᵥ A *ᵥ b)
```

The candidate for the minimiser is

x₀(w) = −S(w)⁻¹ b.

Lean assigns a value to `⁻¹` even for a singular matrix, so the invertibility of S(w) has to be proved before this formula carries its usual meaning.

```lean
/-- The response vector `-(A² + w²)⁻¹ b`. -/
def response (A : Matrix n n ℝ) (b : n → ℝ) (w : ℝ) : n → ℝ :=
  -((shifted A w)⁻¹ *ᵥ b)
```

With I for the imaginary unit, the associated complex amplitude is

z = A x₀ − I w x₀.

```lean
/-- The complex amplitude `A x - i w x` built from the response vector `x`. -/
def amplitude (A : Matrix n n ℝ) (b : n → ℝ) (w : ℝ) (i : n) : ℂ :=
  ((A *ᵥ response A b w) i : ℂ) - Complex.I * w * (response A b w i : ℂ)
```

## Positivity at every real w

The hypothesis `A.PosDef` contains two conditions: A is symmetric, and ⟨x, A x⟩ > 0 for every x ≠ 0. Physically, every excitation energy of the model, that is, every eigenvalue of A, is positive. Symmetry gives

⟨x, A y⟩ = ⟨A x, y⟩ = ⟨y, A x⟩.

```lean
omit [DecidableEq n] in
/-- A symmetric positive definite matrix defines a symmetric bilinear form. -/
lemma form_comm {A : Matrix n n ℝ} (hA : A.PosDef) (x y : n → ℝ) :
    x ⬝ᵥ A *ᵥ y = y ⬝ᵥ A *ᵥ x := by
  have hT : Aᵀ = A := by
    rw [← Matrix.conjTranspose_eq_transpose_of_trivial]
    exact hA.isHermitian
  rw [Matrix.dotProduct_mulVec, ← Matrix.mulVec_transpose, hT, dotProduct_comm]
```

Inserting S(w)x = A(Ax) + w²x and moving one factor of A to the left splits the quadratic form into a static part and a frequency part:

⟨y, A S(w) x⟩ = ⟨Ay, A(Ax)⟩ + w²⟨y, A x⟩.

```lean
/-- The quadratic part of the functional splits into a static term and a term
proportional to the squared frequency. -/
lemma form_split {A : Matrix n n ℝ} (hA : A.PosDef) (w : ℝ) (y x : n → ℝ) :
    y ⬝ᵥ A *ᵥ (shifted A w *ᵥ x)
      = (A *ᵥ y) ⬝ᵥ A *ᵥ (A *ᵥ x) + w ^ 2 * (y ⬝ᵥ A *ᵥ x) := by
  have hS : shifted A w *ᵥ x = A *ᵥ (A *ᵥ x) + w ^ 2 • x := by
    rw [shifted, Matrix.add_mulVec, Matrix.smul_mulVec, Matrix.one_mulVec,
      Matrix.mulVec_mulVec]
  rw [hS, Matrix.mulVec_add, Matrix.mulVec_smul, dotProduct_add, dotProduct_smul,
    smul_eq_mul, form_comm hA y (A *ᵥ (A *ᵥ x)), dotProduct_comm (A *ᵥ (A *ᵥ x))]
```

Now set y = x ≠ 0. The vector Ax is nonzero, since otherwise ⟨x, A x⟩ would vanish. The first term, ⟨Ax, A(Ax)⟩, is therefore strictly positive, and the second is nonnegative. Hence

⟨x, A S(w) x⟩ > 0,

including at w = 0. In the proof, `h1` states that ⟨x, A x⟩ is positive and `h2` that ⟨Ax, A(Ax)⟩ is positive; `positivity` combines them.

```lean
/-- The quadratic part of the functional is positive for every nonzero trial vector,
at every real `w`. -/
theorem form_pos {A : Matrix n n ℝ} (hA : A.PosDef) (w : ℝ) {x : n → ℝ} (hx : x ≠ 0) :
    0 < x ⬝ᵥ A *ᵥ (shifted A w *ᵥ x) := by
  have pos : ∀ y : n → ℝ, y ≠ 0 → 0 < y ⬝ᵥ A *ᵥ y := fun y hy => by
    simpa only [star_trivial] using hA.dotProduct_mulVec_pos hy
  have h1 := pos x hx
  have hAx : A *ᵥ x ≠ 0 := by
    intro h
    rw [h, dotProduct_zero] at h1
    exact lt_irrefl _ h1
  have h2 := pos _ hAx
  rw [form_split hA]
  positivity
```

Positivity also supplies the inverse. If S(w)v = 0 for some v ≠ 0, then ⟨v, A S(w) v⟩ = 0, a contradiction. The determinant of S(w) is therefore nonzero, and

S(w) x₀ = −S(w)S(w)⁻¹ b = −b.

In a calculation, this linear system can be solved by conjugate gradients without storing A²: each iteration applies A twice and adds w² times the vector.

```lean
/-- The response vector solves the linear equation `(A² + w²) x = -b`. -/
theorem response_equation {A : Matrix n n ℝ} (hA : A.PosDef) (b : n → ℝ) (w : ℝ) :
    shifted A w *ᵥ response A b w = -b := by
  -- a null vector of `A² + w²` would contradict positivity
  have hdet : (shifted A w).det ≠ 0 := by
    intro h
    obtain ⟨v, hv, h0⟩ := Matrix.exists_mulVec_eq_zero_iff.mpr h
    have hp := form_pos hA w hv
    rw [h0, Matrix.mulVec_zero, dotProduct_zero] at hp
    exact lt_irrefl _ hp
  rw [response, Matrix.mulVec_neg, Matrix.mulVec_mulVec,
    Matrix.mul_nonsing_inv _ (isUnit_iff_ne_zero.mpr hdet), Matrix.one_mulVec]
```

## Completing the square

Let d = x − x₀. Since S(w)d = S(w)x + b, expansion gives

⟨d, A S(w) d⟩ = ⟨x, A S(w) x⟩ + ⟨x, A b⟩ − ⟨x₀, A S(w) x⟩ − ⟨x₀, A b⟩.

Both terms of the split form are symmetric under exchange of the two vectors, so the cross term is

⟨x₀, A S(w) x⟩ = ⟨x, A S(w) x₀⟩ = −⟨x, A b⟩.

Substituting this, and using ⟨x₀, A b⟩ = ⟨b, A x₀⟩, gives

J_w(x) = ⟨b, A x₀⟩ + ⟨x − x₀, A S(w)(x − x₀)⟩.

The cross term is `hcross` in the proof, and `ring` collects what remains.

```lean
/-- Completing the square: the functional is a constant plus the quadratic form of the
deviation from the response vector. -/
theorem functional_eq_square {A : Matrix n n ℝ} (hA : A.PosDef) (b : n → ℝ) (w : ℝ)
    (x : n → ℝ) :
    functional A b w x = b ⬝ᵥ A *ᵥ response A b w
      + (x - response A b w) ⬝ᵥ A *ᵥ (shifted A w *ᵥ (x - response A b w)) := by
  have hr := response_equation hA b w
  -- the cross term is fixed by the response equation
  have hcross : response A b w ⬝ᵥ A *ᵥ (shifted A w *ᵥ x) = -(x ⬝ᵥ A *ᵥ b) := by
    rw [form_split hA, form_comm hA (A *ᵥ response A b w), form_comm hA (response A b w) x,
      ← form_split hA, hr, Matrix.mulVec_neg, dotProduct_neg]
  have hb := form_comm hA b (response A b w)
  rw [functional, Matrix.mulVec_sub (shifted A w), hr, sub_neg_eq_add, Matrix.mulVec_add,
    dotProduct_add, sub_dotProduct, sub_dotProduct, hcross, hb]
  ring
```

At x = x₀ the last term vanishes, and the value is

J_w(x₀) = ⟨b, A x₀⟩ = −⟨b, A S(w)⁻¹ b⟩.

For any other x the last term is strictly positive, so J_w(x) is strictly larger. The theorem states both parts: the value at `response A b w`, and the strict inequality for every other trial vector.

For an iterative solver this means that an unconverged x gives an upper bound to the minimum, with an error quadratic in x − x₀.

```lean
/-- The response functional has the minimum `-⟨b, A (A² + w²)⁻¹ b⟩`, attained at the
response vector `-(A² + w²)⁻¹ b` and nowhere else. -/
theorem functional_unique_minimum {A : Matrix n n ℝ} (hA : A.PosDef) (b : n → ℝ) (w : ℝ) :
    functional A b w (response A b w) = -(b ⬝ᵥ A *ᵥ ((shifted A w)⁻¹ *ᵥ b)) ∧
      ∀ x, x ≠ response A b w → functional A b w (response A b w) < functional A b w x := by
  have h0 : functional A b w (response A b w) = b ⬝ᵥ A *ᵥ response A b w := by
    rw [functional_eq_square hA, sub_self, zero_dotProduct, add_zero]
  refine ⟨?_, fun x hx => ?_⟩
  · rw [h0, response, Matrix.mulVec_neg, dotProduct_neg]
  · rw [h0, functional_eq_square hA b w x]
    linarith [form_pos hA w (sub_ne_zero.mpr hx)]
```

Positive definiteness is essential here. Take the 1 × 1 matrix A = −1 with b = 1. Then

J_w(x) = −(1 + w²)x² − 2x,

which is unbounded below. The linear equation still has the solution x₀ = −1/(1 + w²), but this is now a maximiser, and the value there, 1/(1 + w²), decreases as |w| grows. A negative excitation energy of this kind means that the reference state is not the lowest in energy.

## How the minimum depends on frequency

Write m(w) = −⟨b, A S(w)⁻¹ b⟩ for the minimum, and compare w with w′ where |w| ≤ |w′|. Let y = x₀(w′) be the minimiser at the higher frequency. For this fixed vector, only the frequency part of the functional changes:

J_w′(y) = J_w(y) + (w′² − w²)⟨y, A y⟩.

Using y as a trial vector at w gives

m(w) ≤ J_w(y) ≤ J_w′(y) = m(w′).

If b ≠ 0, then y ≠ 0, because S(w′)y = −b. The middle inequality is then strict whenever |w| < |w′|. In the proof, `htrial` is the first inequality and `hdiff` the identity for fixed y; `sq_le_sq` and `sq_lt_sq` convert between absolute values and squares. The two parts of the theorem are the nondecreasing and the strictly increasing case.

```lean
/-- The minimum of the response functional is nondecreasing in `|w|`, and strictly
increasing when the perturbation `b` is nonzero. -/
theorem minimum_monotone {A : Matrix n n ℝ} (hA : A.PosDef) (b : n → ℝ) {w w' : ℝ} :
    (|w| ≤ |w'| → -(b ⬝ᵥ A *ᵥ ((shifted A w)⁻¹ *ᵥ b))
      ≤ -(b ⬝ᵥ A *ᵥ ((shifted A w')⁻¹ *ᵥ b))) ∧
    (b ≠ 0 → |w| < |w'| → -(b ⬝ᵥ A *ᵥ ((shifted A w)⁻¹ *ᵥ b))
      < -(b ⬝ᵥ A *ᵥ ((shifted A w')⁻¹ *ᵥ b))) := by
  obtain ⟨hm, hmin⟩ := functional_unique_minimum hA b w
  rw [← hm, ← (functional_unique_minimum hA b w').1]
  set y := response A b w' with hy
  -- the minimiser at `w'` serves as a trial vector at `w`
  have htrial : functional A b w (response A b w) ≤ functional A b w y := by
    by_cases h : y = response A b w
    · rw [h]
    · exact (hmin y h).le
  have hdiff : functional A b w' y
      = functional A b w y + (w' ^ 2 - w ^ 2) * (y ⬝ᵥ A *ᵥ y) := by
    rw [functional, functional, form_split hA, form_split hA]
    ring
  have hpos : y ≠ 0 → 0 < y ⬝ᵥ A *ᵥ y := fun h => by
    simpa only [star_trivial] using hA.dotProduct_mulVec_pos h
  constructor
  · intro hw
    have hn : 0 ≤ y ⬝ᵥ A *ᵥ y := by
      by_cases h : y = 0
      · rw [h, zero_dotProduct]
      · exact (hpos h).le
    have := mul_nonneg (sub_nonneg.mpr (sq_le_sq.mpr hw)) hn
    linarith
  · intro hb hw
    have hy0 : y ≠ 0 := by
      intro h
      have hr := response_equation hA b w'
      rw [← hy, h, Matrix.mulVec_zero] at hr
      exact hb (neg_eq_zero.mp hr.symm)
    have := mul_pos (sub_pos.mpr (sq_lt_sq.mpr hw)) (hpos hy0)
    linarith
```

## Back to linear response

The real vector x₀ encodes a complex linear-response problem. Because A commutes with the number I w,

(A + I w) z = (A + I w)(A − I w) x₀ = (A² + w²) x₀ = −b.

In components, this is

∑ⱼ Aᵢⱼ zⱼ + I w zᵢ = −bᵢ.

This is the response equation (A − ω) z = −b at ω = −I w; the opposite sign of w gives the complex conjugate amplitude. The Lean proof takes component `i` of the real equation, casts it to the complex numbers, and finishes with I² = −1.

```lean
/-- The complex amplitude `z` solves the linear-response equation `(A + i w) z = -b`
at imaginary frequency. -/
theorem amplitude_equation {A : Matrix n n ℝ} (hA : A.PosDef) (b : n → ℝ) (w : ℝ) (i : n) :
    ∑ j, (A i j : ℂ) * amplitude A b w j + Complex.I * w * amplitude A b w i
      = -(b i : ℂ) := by
  have key : ∀ y : n → ℝ, ∑ j, (A i j : ℂ) * (y j : ℂ) = ((A *ᵥ y) i : ℂ) := by
    intro y
    simp [Matrix.mulVec, dotProduct]
  have hr : (A *ᵥ (A *ᵥ response A b w)) i + w ^ 2 * response A b w i = -b i := by
    have h := congrFun (response_equation hA b w) i
    rw [shifted, Matrix.add_mulVec, Matrix.smul_mulVec, Matrix.one_mulVec,
      ← Matrix.mulVec_mulVec] at h
    simpa only [Pi.add_apply, Pi.smul_apply, Pi.neg_apply, smul_eq_mul] using h
  have hc : ((A *ᵥ (A *ᵥ response A b w)) i : ℂ) + (w : ℂ) ^ 2 * (response A b w i : ℂ)
      = -(b i : ℂ) := by exact_mod_cast hr
  have hsum : ∑ j, (A i j : ℂ) * amplitude A b w j
      = ((A *ᵥ (A *ᵥ response A b w)) i : ℂ)
        - Complex.I * w * ((A *ᵥ response A b w) i : ℂ) := by
    rw [← key (A *ᵥ response A b w), ← key (response A b w), Finset.mul_sum,
      ← Finset.sum_sub_distrib]
    refine Finset.sum_congr rfl fun j _ => ?_
    rw [amplitude]
    ring
  rw [hsum, amplitude]
  linear_combination hc - (w : ℂ) ^ 2 * (response A b w i : ℂ) * Complex.I_sq
```

Since b, A and x₀ are real, the term −I w x₀ contributes only to the imaginary part of the overlap with b. Hence

Re ∑ᵢ bᵢ zᵢ = ∑ᵢ bᵢ (A x₀)ᵢ = ⟨b, A x₀⟩ = J_w(x₀).

```lean
/-- The minimum of the functional is the real part of the overlap `∑ bᵢ zᵢ` of the
perturbation with the complex amplitude. -/
theorem minimum_eq_re_overlap {A : Matrix n n ℝ} (hA : A.PosDef) (b : n → ℝ) (w : ℝ) :
    functional A b w (response A b w) = (∑ i, (b i : ℂ) * amplitude A b w i).re := by
  rw [functional_eq_square hA, sub_self, zero_dotProduct, add_zero, Complex.re_sum, dotProduct]
  refine Finset.sum_congr rfl fun i _ => ?_
  simp [amplitude]

end

end ImaginaryFrequencyResponse
```

In a finite, real configuration-interaction model with Hamiltonian H and a nondegenerate ground state of energy E₀, A can be the matrix of H − E₀ in a real orthonormal basis of the space orthogonal to that state. If b holds the transition dipoles along one axis, the polarisability along that axis in atomic units is

α(I w) = 2⟨b, A S(w)⁻¹ b⟩ = −2m(w).

An approximate x then gives the lower bound −2J_w(x) to α(I w), and α(I w) does not increase with |w|. Polarisabilities at imaginary frequency enter the Casimir–Polder integral for dispersion coefficients. The theorems treat a single symmetric matrix A, so response equations with a separate block coupling excitations to de-excitations need a further reduction before they take this form. Nonzero real frequencies ω, where A² − ω² can be singular, are not covered.

```lean
#print axioms ImaginaryFrequencyResponse.functional_unique_minimum
-- 'ImaginaryFrequencyResponse.functional_unique_minimum' depends on axioms: [propext, Classical.choice, Quot.sound]
#print axioms ImaginaryFrequencyResponse.minimum_monotone
-- 'ImaginaryFrequencyResponse.minimum_monotone' depends on axioms: [propext, Classical.choice, Quot.sound]
#print axioms ImaginaryFrequencyResponse.amplitude_equation
-- 'ImaginaryFrequencyResponse.amplitude_equation' depends on axioms: [propext, Classical.choice, Quot.sound]
#print axioms ImaginaryFrequencyResponse.minimum_eq_re_overlap
-- 'ImaginaryFrequencyResponse.minimum_eq_re_overlap' depends on axioms: [propext, Classical.choice, Quot.sound]
```
